# For unequal diameters, the Lorentz–Berthelot C6 exceeds the Cauchy–Schwarz bound

Suppose that two atoms have like-pair Casimir–Polder coefficients equal to their Lennard-Jones values \(4e_1s_1^6\) and \(4e_2s_2^6\), with positive well depths \(e_1,e_2\) and positive diameters \(s_1\neq s_2\). Then the Lorentz–Berthelot value \(4\sqrt{e_1e_2}\,((s_1+s_2)/2)^6\) is strictly larger than the Casimir–Polder coefficient of the unlike pair, because it exceeds the geometric mean of the like-pair coefficients, which is an upper bound.

```lean
import Mathlib

open MeasureTheory Set Filter Topology

namespace LorentzBerthelotDispersion

noncomputable section

/-- The Lennard-Jones potential with well depth `e` and diameter `s` at distance `r`. -/
def lennardJones (e s r : ℝ) : ℝ := 4 * e * ((s / r) ^ 12 - (s / r) ^ 6)

/-- The dispersion coefficient `C6 = 4 e s^6` of a Lennard-Jones pair. -/
def ljC6 (e s : ℝ) : ℝ := 4 * e * s ^ 6

/-- The Lorentz-Berthelot `C6` of an unlike pair: geometric mean of the well depths,
arithmetic mean of the diameters. -/
def lorentzBerthelotC6 (e₁ e₂ s₁ s₂ : ℝ) : ℝ :=
  ljC6 (Real.sqrt (e₁ * e₂)) ((s₁ + s₂) / 2)

/-- The Casimir-Polder coefficient, in atomic units, of two atoms whose dynamic
polarizabilities at imaginary frequency `i u` are `a u` and `b u`. -/
def casimirPolderC6 (a b : ℝ → ℝ) : ℝ :=
  3 / Real.pi * ∫ u in Ioi (0 : ℝ), a u * b u

/-- The polarizability at imaginary frequency `i u` of a single oscillator with static
polarizability `c` and resonance frequency one. -/
def oscillator (c u : ℝ) : ℝ := c / (1 + u ^ 2)

/-- At large distance `r^6` times the Lennard-Jones potential tends to `-C6`. -/
theorem lennardJones_tail (e s : ℝ) :
    Tendsto (fun r => r ^ 6 * lennardJones e s r) atTop (𝓝 (-ljC6 e s)) := by
  have hinv : Tendsto (fun r : ℝ => (r ^ 6)⁻¹) atTop (𝓝 0) :=
    tendsto_inv_atTop_zero.comp (tendsto_pow_atTop (by norm_num))
  have h := (hinv.const_mul (4 * e * s ^ 12)).sub_const (ljC6 e s)
  rw [mul_zero, zero_sub] at h
  refine h.congr' ?_
  filter_upwards [eventually_gt_atTop (0 : ℝ)] with r hr
  have hr' : r ≠ 0 := hr.ne'
  unfold lennardJones ljC6
  field_simp

/-- The Casimir-Polder coefficient of an unlike pair is at most the geometric mean of the
coefficients of the two like pairs. -/
theorem casimirPolderC6_le_sqrt {a b : ℝ → ℝ}
    (ha : MemLp a 2 (volume.restrict (Ioi 0))) (hb : MemLp b 2 (volume.restrict (Ioi 0))) :
    casimirPolderC6 a b ≤ Real.sqrt (casimirPolderC6 a a * casimirPolderC6 b b) := by
  have hA : Integrable (fun u => a u * a u) (volume.restrict (Ioi 0)) := by
    simpa only [pow_two] using ha.integrable_sq
  have hB : Integrable (fun u => b u * b u) (volume.restrict (Ioi 0)) := by
    simpa only [pow_two] using hb.integrable_sq
  have hC : Integrable (fun u => a u * b u) (volume.restrict (Ioi 0)) := by
    have h := (((ha.add hb).integrable_sq.sub ha.integrable_sq).sub
      hb.integrable_sq).const_mul (1 / 2)
    refine h.congr (Eventually.of_forall fun u => ?_)
    simp only [Pi.add_apply, Pi.sub_apply]
    ring
  -- the integral of (a - t b)^2 is a nonnegative quadratic polynomial in t
  have key : ∀ t : ℝ, 0 ≤ (∫ u in Ioi (0 : ℝ), b u * b u) * (t * t)
      + (-2 * ∫ u in Ioi (0 : ℝ), a u * b u) * t + ∫ u in Ioi (0 : ℝ), a u * a u := by
    intro t
    have h0 : 0 ≤ ∫ u in Ioi (0 : ℝ),
        (t * t * (b u * b u) + (-2 * t) * (a u * b u) + a u * a u) := by
      refine integral_nonneg fun u => ?_
      show 0 ≤ t * t * (b u * b u) + (-2 * t) * (a u * b u) + a u * a u
      nlinarith [sq_nonneg (a u - t * b u)]
    have h12 : Integrable (fun u => t * t * (b u * b u) + (-2 * t) * (a u * b u))
        (volume.restrict (Ioi 0)) := (hB.const_mul _).add (hC.const_mul _)
    rw [integral_add h12 hA, integral_add (hB.const_mul _) (hC.const_mul _),
      integral_const_mul, integral_const_mul] at h0
    linarith
  -- so its discriminant is not positive
  have hd := discrim_le_zero key
  unfold discrim at hd
  have hCS : (∫ u in Ioi (0 : ℝ), a u * b u) ^ 2 ≤
      (∫ u in Ioi (0 : ℝ), a u * a u) * ∫ u in Ioi (0 : ℝ), b u * b u := by
    linarith
  refine (le_abs_self _).trans (Real.abs_le_sqrt ?_)
  unfold casimirPolderC6
  have h := mul_le_mul_of_nonneg_left hCS (sq_nonneg (3 / Real.pi))
  linarith

/-- The geometric mean of two Lennard-Jones `C6` coefficients is
`4 sqrt(e₁ e₂) (s₁ s₂)^3`. -/
theorem sqrt_ljC6_mul {e₁ e₂ s₁ s₂ : ℝ} (he₁ : 0 < e₁) (he₂ : 0 < e₂)
    (hs₁ : 0 < s₁) (hs₂ : 0 < s₂) :
    Real.sqrt (ljC6 e₁ s₁ * ljC6 e₂ s₂) = 4 * Real.sqrt (e₁ * e₂) * (s₁ * s₂) ^ 3 := by
  have h : ljC6 e₁ s₁ * ljC6 e₂ s₂ = (e₁ * e₂) * (4 * (s₁ * s₂) ^ 3) ^ 2 := by
    unfold ljC6
    ring
  rw [h, Real.sqrt_mul (by positivity), Real.sqrt_sq (by positivity)]
  ring

/-- The Lorentz-Berthelot `C6` is the geometric mean of the like-pair coefficients times
the factor `((s₁ + s₂)^2 / (4 s₁ s₂))^3`. -/
theorem lorentzBerthelotC6_eq {e₁ e₂ s₁ s₂ : ℝ} (he₁ : 0 < e₁) (he₂ : 0 < e₂)
    (hs₁ : 0 < s₁) (hs₂ : 0 < s₂) :
    lorentzBerthelotC6 e₁ e₂ s₁ s₂ = Real.sqrt (ljC6 e₁ s₁ * ljC6 e₂ s₂) *
      ((s₁ + s₂) ^ 2 / (4 * (s₁ * s₂))) ^ 3 := by
  have h : s₁ * s₂ * ((s₁ + s₂) ^ 2 / (4 * (s₁ * s₂))) = ((s₁ + s₂) / 2) ^ 2 := by
    field_simp
    ring
  rw [sqrt_ljC6_mul he₁ he₂ hs₁ hs₂, mul_assoc, ← mul_pow, h]
  unfold lorentzBerthelotC6 ljC6
  ring

/-- The Lorentz-Berthelot `C6` strictly exceeds the geometric mean of the like-pair
coefficients exactly when the two diameters differ. -/
theorem sqrt_lt_lorentzBerthelotC6_iff {e₁ e₂ s₁ s₂ : ℝ} (he₁ : 0 < e₁) (he₂ : 0 < e₂)
    (hs₁ : 0 < s₁) (hs₂ : 0 < s₂) :
    Real.sqrt (ljC6 e₁ s₁ * ljC6 e₂ s₂) < lorentzBerthelotC6 e₁ e₂ s₁ s₂ ↔ s₁ ≠ s₂ := by
  rw [sqrt_ljC6_mul he₁ he₂ hs₁ hs₂]
  unfold lorentzBerthelotC6 ljC6
  constructor
  · rintro h rfl
    refine absurd h (not_lt_of_ge (le_of_eq ?_))
    ring
  · intro hne
    -- arithmetic mean above geometric mean, then cubed
    have h1 : s₁ * s₂ < ((s₁ + s₂) / 2) ^ 2 := by
      have := sq_pos_of_ne_zero (sub_ne_zero.mpr hne)
      nlinarith
    have h2 : (s₁ * s₂) ^ 3 < (((s₁ + s₂) / 2) ^ 2) ^ 3 :=
      pow_lt_pow_left₀ h1 (by positivity) (by norm_num)
    rw [← pow_mul] at h2
    have hq : 0 < 4 * Real.sqrt (e₁ * e₂) :=
      mul_pos (by norm_num) (Real.sqrt_pos.mpr (mul_pos he₁ he₂))
    exact mul_lt_mul_of_pos_left h2 hq

/-- If the like-pair Casimir-Polder coefficients of two atoms equal their Lennard-Jones
values and the diameters differ, the Lorentz-Berthelot rule strictly overestimates the
Casimir-Polder coefficient of the unlike pair. -/
theorem casimirPolderC6_lt_lorentzBerthelotC6 {e₁ e₂ s₁ s₂ : ℝ} {a b : ℝ → ℝ}
    (he₁ : 0 < e₁) (he₂ : 0 < e₂) (hs₁ : 0 < s₁) (hs₂ : 0 < s₂) (hne : s₁ ≠ s₂)
    (ha : MemLp a 2 (volume.restrict (Ioi 0))) (hb : MemLp b 2 (volume.restrict (Ioi 0)))
    (haa : casimirPolderC6 a a = ljC6 e₁ s₁) (hbb : casimirPolderC6 b b = ljC6 e₂ s₂) :
    casimirPolderC6 a b < lorentzBerthelotC6 e₁ e₂ s₁ s₂ := by
  have h := casimirPolderC6_le_sqrt ha hb
  rw [haa, hbb] at h
  exact h.trans_lt ((sqrt_lt_lorentzBerthelotC6_iff he₁ he₂ hs₁ hs₂).mpr hne)

/-- The function `1 / (1 + u^2)^2` is integrable over positive frequencies, with
integral `π / 4`. -/
theorem integral_oscillator_sq :
    IntegrableOn (fun u : ℝ => 1 / (1 + u ^ 2) ^ 2) (Ioi 0) ∧
      ∫ u in Ioi (0 : ℝ), 1 / (1 + u ^ 2) ^ 2 = Real.pi / 4 := by
  -- an explicit antiderivative and its limit at infinity
  have hder : ∀ u ∈ Ici (0 : ℝ), HasDerivAt
      (fun u : ℝ => (Real.arctan u + u / (1 + u ^ 2)) / 2) (1 / (1 + u ^ 2) ^ 2) u := by
    intro u _
    have hn : 1 + u ^ 2 ≠ 0 := by positivity
    have hd : HasDerivAt (fun u : ℝ => 1 + u ^ 2) (2 * u) u := by
      simpa using (hasDerivAt_pow 2 u).const_add 1
    refine (((Real.hasDerivAt_arctan u).fun_add
      ((hasDerivAt_id' u).fun_div hd hn)).div_const 2).congr_deriv ?_
    field_simp
    ring
  have hfrac : Tendsto (fun u : ℝ => u / (1 + u ^ 2)) atTop (𝓝 0) := by
    refine squeeze_zero' ?_ ?_ tendsto_inv_atTop_zero
    · filter_upwards [eventually_gt_atTop (0 : ℝ)] with u hu
      positivity
    · filter_upwards [eventually_gt_atTop (0 : ℝ)] with u hu
      rw [inv_eq_one_div, div_le_div_iff₀ (by positivity) hu]
      nlinarith
  have hlim := ((Real.tendsto_arctan_atTop.mono_right nhdsWithin_le_nhds).add
    hfrac).div_const 2
  have hpos : ∀ u ∈ Ioi (0 : ℝ), 0 ≤ 1 / (1 + u ^ 2) ^ 2 := fun u _ => by positivity
  refine ⟨integrableOn_Ioi_deriv_of_nonneg' hder hpos hlim, ?_⟩
  rw [integral_Ioi_of_hasDerivAt_of_nonneg' hder hpos hlim, Real.arctan_zero]
  ring

/-- For every Lennard-Jones atom, the oscillator with static polarizability
`sqrt(4 C6 / 3)` is square integrable and has that atom's `C6`. -/
theorem oscillator_witness {e : ℝ} (he : 0 < e) (s : ℝ) :
    MemLp (oscillator (Real.sqrt (4 / 3 * ljC6 e s))) 2 (volume.restrict (Ioi 0)) ∧
      casimirPolderC6 (oscillator (Real.sqrt (4 / 3 * ljC6 e s)))
        (oscillator (Real.sqrt (4 / 3 * ljC6 e s))) = ljC6 e s := by
  have hnn : 0 ≤ 4 / 3 * ljC6 e s := by
    unfold ljC6
    positivity
  have hsq := Real.sq_sqrt hnn
  generalize Real.sqrt (4 / 3 * ljC6 e s) = c at hsq ⊢
  obtain ⟨hint, hval⟩ := integral_oscillator_sq
  have hcont : Continuous (oscillator c) :=
    Continuous.div continuous_const (by fun_prop) (fun u => by positivity)
  constructor
  · rw [memLp_two_iff_integrable_sq hcont.aestronglyMeasurable]
    refine (hint.const_mul (c ^ 2)).congr (Eventually.of_forall fun u => ?_)
    simp only [oscillator, div_pow, mul_one_div]
  · have hf : (fun u => oscillator c u * oscillator c u) =
        fun u => c ^ 2 * (1 / (1 + u ^ 2) ^ 2) := by
      funext u
      rw [← pow_two]
      simp only [oscillator, div_pow, mul_one_div]
    unfold casimirPolderC6
    rw [hf, integral_const_mul, hval, hsq]
    have hpi := Real.pi_ne_zero
    field_simp

/-- The Waldman-Hagler rule, with the sixth-power mean of the diameters and a reduced well
depth, gives exactly the geometric mean of the like-pair `C6` coefficients. -/
theorem waldmanHagler_C6 {e₁ e₂ s₁ s₂ : ℝ} (he₁ : 0 < e₁) (he₂ : 0 < e₂)
    (hs₁ : 0 < s₁) (hs₂ : 0 < s₂) :
    ljC6 (Real.sqrt (e₁ * e₂) * (2 * (s₁ * s₂) ^ 3 / (s₁ ^ 6 + s₂ ^ 6)))
      (((s₁ ^ 6 + s₂ ^ 6) / 2) ^ (1 / 6 : ℝ)) = Real.sqrt (ljC6 e₁ s₁ * ljC6 e₂ s₂) := by
  have hp : 0 < s₁ ^ 6 + s₂ ^ 6 := by positivity
  have h6 : (((s₁ ^ 6 + s₂ ^ 6) / 2) ^ (1 / 6 : ℝ)) ^ 6 = (s₁ ^ 6 + s₂ ^ 6) / 2 := by
    rw [← Real.rpow_natCast, ← Real.rpow_mul (by positivity)]
    norm_num
  rw [sqrt_ljC6_mul he₁ he₂ hs₁ hs₂]
  unfold ljC6
  rw [h6]
  generalize s₁ ^ 6 + s₂ ^ 6 = p at hp ⊢
  have hp' : p ≠ 0 := hp.ne'
  have hc : 2 * (s₁ * s₂) ^ 3 / p * (p / 2) = (s₁ * s₂) ^ 3 := by
    field_simp
  linear_combination 4 * Real.sqrt (e₁ * e₂) * hc

end

end LorentzBerthelotDispersion
```

```lean
#print axioms LorentzBerthelotDispersion.lorentzBerthelotC6_eq
-- 'LorentzBerthelotDispersion.lorentzBerthelotC6_eq' depends on axioms: [propext, Classical.choice, Quot.sound]
#print axioms LorentzBerthelotDispersion.sqrt_lt_lorentzBerthelotC6_iff
-- 'LorentzBerthelotDispersion.sqrt_lt_lorentzBerthelotC6_iff' depends on axioms: [propext, Classical.choice, Quot.sound]
#print axioms LorentzBerthelotDispersion.casimirPolderC6_lt_lorentzBerthelotC6
-- 'LorentzBerthelotDispersion.casimirPolderC6_lt_lorentzBerthelotC6' depends on axioms: [propext, Classical.choice, Quot.sound]
#print axioms LorentzBerthelotDispersion.waldmanHagler_C6
-- 'LorentzBerthelotDispersion.waldmanHagler_C6' depends on axioms: [propext, Classical.choice, Quot.sound]
```

## Two kinds of C6 and the assumption that joins them

The function `lennardJones e s r` is the potential

\[
V(r)=4e\left[\left(\frac{s}{r}\right)^{12}-\left(\frac{s}{r}\right)^{6}\right],
\]

and `ljC6 e s` is \(4es^6\). The theorem `lennardJones_tail` fixes the sign convention: \(r^6V(r)\) tends to \(-C_6\) at large distance, so a positive \(C_6\) means attraction. `lorentzBerthelotC6` applies the same formula to the geometric mean of the well depths and the arithmetic mean of the diameters.

The other coefficient comes from the response of the atoms. If \(a(u)\) and \(b(u)\) are their dynamic polarizabilities at imaginary frequency \(iu\), `casimirPolderC6 a b` is, in atomic units,

\[
C_6[a,b]=\frac{3}{\pi}\int_0^\infty a(u)\,b(u)\,du .
\]

In Lean, `a` and `b` are arbitrary real functions. The hypothesis `MemLp a 2 (volume.restrict (Ioi 0))` says that \(a\) is square integrable over positive frequencies, and the upper bound on the mixed coefficient uses nothing else about a polarizability.

The hypotheses `haa` and `hbb` of `casimirPolderC6_lt_lorentzBerthelotC6` equate the two descriptions for like pairs. They stand for Lennard-Jones parameters whose long-range tail reproduces the dispersion attraction of each pure species. This is assumed, not derived. A fitted \(r^{-6}\) coefficient often absorbs other effects, and for such parameters the comparison with the Casimir–Polder integral does not apply. The comparison with the geometric mean, `sqrt_lt_lorentzBerthelotC6_iff`, needs only positive parameters.

The Casimir–Polder formula enters as a definition. It describes the leading, non-retarded attraction between two isotropic atoms; higher multipoles, many-body dispersion and retardation are absent.

## The upper bound on the mixed coefficient

Write \(A=\int a^2\), \(B=\int b^2\) and \(C=\int ab\), all over \(u>0\). The mixed integral is finite because

\[
ab=\tfrac12\left[(a+b)^2-a^2-b^2\right],
\]

and each square on the right is integrable. For every real \(t\),

\[
0\le\int_0^\infty (a-tb)^2\,du=Bt^2-2Ct+A .
\]

A quadratic polynomial that is nowhere negative has no positive discriminant, so \(4C^2-4AB\le0\), or \(C^2\le AB\). If \(B=0\), the polynomial is linear in \(t\) and can stay nonnegative only if \(C=0\), which agrees with the inequality. Multiplying by \((3/\pi)^2\) and taking the root gives

\[
C_6[a,b]\le\sqrt{C_6[a,a]\,C_6[b,b]} .
\]

The proof of `casimirPolderC6_le_sqrt` follows this route. `hA`, `hB` and `hC` establish the three integrabilities, `key` is the nonnegative polynomial, and `discrim_le_zero` supplies the discriminant condition. The last lines pass from the square to the root through the absolute value, since \(C\) could be negative for arbitrary functions.

## The arithmetic mean overshoots

The geometric mean of the two Lennard-Jones coefficients is

\[
\sqrt{16\,e_1e_2\,s_1^6s_2^6}=4\sqrt{e_1e_2}\,(s_1s_2)^3 ,
\]

which is `sqrt_ljC6_mul`. The Lorentz–Berthelot value has the same prefactor, so only the diameters need comparing:

\[
\left(\frac{s_1+s_2}{2}\right)^2-s_1s_2=\frac{(s_1-s_2)^2}{4}.
\]

The right side is positive exactly when \(s_1\neq s_2\). Cubing preserves the strict order of nonnegative numbers, hence

\[
\left(\frac{s_1+s_2}{2}\right)^6>(s_1s_2)^3 .
\]

In `sqrt_lt_lorentzBerthelotC6_iff`, `h1` is the inequality before cubing and `h2` the one after it; multiplication by the positive number \(4\sqrt{e_1e_2}\) finishes this direction. For the converse, setting the diameters equal makes both sides the same, so a strict inequality is impossible.

Dividing the two values gives the size of the excess, stated in `lorentzBerthelotC6_eq`:

\[
\frac{C_6^{\mathrm{LB}}}{\sqrt{C_6^{(1)}C_6^{(2)}}}
=\left(\frac{(s_1+s_2)^2}{4s_1s_2}\right)^3 ,
\]

where \(C_6^{\mathrm{LB}}\) is the Lorentz–Berthelot coefficient and \(C_6^{(i)}=4e_is_i^6\). The well depths cancel.

The main theorem chains the two results. The hypotheses `haa` and `hbb` turn the Cauchy–Schwarz bound into the geometric mean of the Lennard-Jones coefficients, and `trans_lt` joins that weak inequality to the strict one:

\[
C_6[a,b]\le\sqrt{C_6^{(1)}C_6^{(2)}}<C_6^{\mathrm{LB}} .
\]

## Equal, nearly equal and very unequal diameters

At \(s_1=s_2\) the excess factor is 1, and the Lorentz–Berthelot value lies exactly on the bound. For \(s_1=s(1+\delta)\) and \(s_2=s(1-\delta)\), with mean diameter \(s\) and small \(\delta\), it is \((1-\delta^2)^{-3}\approx1+3\delta^2\), so similar atoms are hardly affected. A diameter ratio of 1.2 gives an excess of about 2.5 %, and a ratio of 2 gives \((9/8)^3\approx1.42\). If one diameter shrinks to zero while the other stays fixed, the factor grows without limit.

These numbers measure the distance from the bound. The error relative to \(C_6[a,b]\) can be larger, since the true coefficient may lie below the bound.

## Polarizabilities that match any Lennard-Jones atom

The assumption on the like-pair coefficients can be met for every choice of positive parameters. Take a single oscillator with resonance frequency one in atomic units and static polarizability \(c\), so that its polarizability at \(iu\) is \(c/(1+u^2)\). Since

\[
\frac{d}{du}\,\frac12\left[\arctan u+\frac{u}{1+u^2}\right]=\frac{1}{(1+u^2)^2},
\]

and the bracket rises from 0 to \(\pi/2\), the integral of \(1/(1+u^2)^2\) over positive \(u\) is \(\pi/4\). The like-pair coefficient is therefore \(\tfrac{3}{\pi}c^2\tfrac{\pi}{4}=\tfrac34c^2\), and the choice \(c=\sqrt{4C_6/3}\) reproduces the desired value.

In `integral_oscillator_sq`, `hder` checks the derivative, and `hfrac` squeezes \(u/(1+u^2)\) between 0 and \(1/u\) to obtain the limit. Because the integrand is nonnegative, the limit of the antiderivative yields both integrability and the value. `oscillator_witness` then inserts the chosen \(c\).

## A mixing rule that stays on the bound

The Waldman–Hagler rule uses

\[
s_{12}=\left(\frac{s_1^6+s_2^6}{2}\right)^{1/6},\qquad
e_{12}=\sqrt{e_1e_2}\,\frac{2s_1^3s_2^3}{s_1^6+s_2^6}.
\]

In \(4e_{12}s_{12}^6\) the sum of sixth powers cancels, leaving \(4\sqrt{e_1e_2}\,(s_1s_2)^3\), the geometric mean. In `waldmanHagler_C6`, `h6` undoes the sixth root and `hc` performs the cancellation. The rule thus respects the upper bound, though it too overestimates the mixed coefficient when the true value lies below that bound.

## The mixing step in a simulation program

A program that builds its pair table by Lorentz–Berthelot mixing computes, for atom types \(i\) and \(j\), the depth \(\sqrt{e_ie_j}\) and the diameter \((s_i+s_j)/2\). The resulting pair potential has the dispersion coefficient \(4\sqrt{e_ie_j}\,((s_i+s_j)/2)^6\), and the excess factor can be computed from the two diameters before any run. If the table instead stores \(C_6\) and the coefficient of \(r^{-12}\) and mixes \(C_6\) by a geometric mean, the dispersion term lies on the bound.

For pairwise Lennard-Jones models whose like-pair tails are the true dispersion coefficients, Lorentz–Berthelot mixing therefore makes the long-range attraction between atoms of different diameter too strong. This concerns the \(r^{-6}\) term alone and does not settle the error in the full potential near its minimum, where repulsion matters as well.
